# Standing waves on an equilateral quantum star with hard-wall ends and a Kirchhoff vertex, at k > 0: one independent amplitude vector if cos kL = 0, N − 1 if sin kL = 0

## A junction of equal wires

A particle moves freely along N thin wires of the same length L > 0, joined at one point and closed by hard walls at the outer ends. At which energies does it have stationary states, and how many independent ones are there?

Number the wires j = 0, …, N − 1 and let x run from the junction at x = 0 to the wall at x = L. In units with ħ²/2m = 1, a state of energy k² with k > 0 satisfies −ψ_j'' = k² ψ_j on each wire, and ψ_j(L) = 0. A solution has the form

ψ_j(x) = a_j sin(k(L − x))

with a complex amplitude a_j. At the junction we impose the Kirchhoff conditions: all ψ_j(0) are equal, and

Σ_j ψ_j'(0) = 0.

The first condition makes the wave function single-valued at the vertex. Together with it, the second makes the total probability current out of the vertex vanish, and it describes a junction without a potential of its own.

For independent electrons on a branched wire modelled by this star, the number of linearly independent solutions is the orbital degeneracy of a level, spin not counted. This gives a simple check for a numerical graph solver.

## The dimension of the amplitude space

In the Lean file, `edgeWave k L a` is the sine wave above, and `Kirchhoff` states the two vertex conditions for arbitrary edge functions. The amplitudes form a vector in `Fin N → ℂ`, and `admissible N k L` is the complex subspace of those vectors whose waves satisfy `Kirchhoff`.

The main theorem, `finrank_admissible`, assumes N ≥ 1 and k ≠ 0. It says that the dimension d of this subspace obeys

- d = 1 if cos kL = 0,
- d + 1 = N if sin kL = 0,
- d = 0 if neither vanishes.

Two further theorems connect this with the physics. `stationary_iff` says that the edge functions solving the Schrödinger equation with Dirichlet outer ends and a Kirchhoff vertex are exactly the edge waves with admissible amplitudes. `quantization` says that for N ≥ 2 a nonzero admissible vector exists exactly when 2kL is an integer multiple of π.

The theorems place no condition on the sign of L; the physical star has L > 0. Edge functions are defined on the whole real line, so the derivative at the vertex is two-sided and `SolvesSchrodinger` requires the equation at every real x. Since k is real and nonzero, zero and negative energies are not treated. Potentials on the edges, unequal lengths and other vertex couplings are also absent.

## Two linear equations at the vertex

The derivative of an edge wave is

ψ_j'(x) = −k a_j cos(k(L − x)).

At x = 0 the value is a_j sin kL and the slope is −k a_j cos kL. The Kirchhoff conditions therefore become

a_i sin kL = a_j sin kL for all i, j,

k cos kL · Σ_j a_j = 0.

Since sin² kL + cos² kL = 1, the sine and the cosine cannot both vanish, which leaves three cases.

**cos kL = 0.** The second equation holds automatically. In the first we divide by sin kL ≠ 0, and all amplitudes are equal. The solutions are the multiples of (1, …, 1), so d = 1. The wave has zero slope at the vertex.

**sin kL = 0.** The first equation holds automatically, because every wave has a node at the vertex. In the second we divide by k cos kL ≠ 0, and Σ_j a_j = 0 remains. This is the kernel of a linear map from ℂ^N onto ℂ, so d = N − 1. For N = 1 this is zero: a single wire with zero slope at x = 0 has no state of this kind.

**Neither vanishes.** The amplitudes all equal some a, and their sum N a is zero. Hence a = 0 and d = 0.

In the first two cases sin 2kL = 0, and for L > 0 the integral of sin²(k(L − x)) over an edge is L/2. A normalised state thus has Σ_j |a_j|² = 2/L; the uniform one has a_j = √(2/(NL)), up to a phase.

For N ≥ 2 both special cases have positive dimension. A nonzero vector therefore exists exactly when sin kL cos kL = 0, that is, when sin 2kL = 0, or 2kL = nπ with n an integer.

## Every solution with a node at L is a sine wave

Let f'' = −k² f and f(L) = 0. Write g = f', s(x) = sin(k(L − x)) and c(x) = cos(k(L − x)), so that s' = −k c and c' = k s. Consider the Wronskians of f with s and c:

W₁ = g s + k f c,

W₂ = g c − k f s.

Their derivatives vanish:

W₁' = −k² f s − k g c + k g c + k² f s = 0,

W₂' = −k² f c + k g s − k g s + k² f c = 0.

At x = L we have s = 0, c = 1 and f = 0, so W₁ = 0 and W₂ = g(L) everywhere. Then

k f = k f (c² + s²) = c W₁ − s W₂ = −g(L) s,

and f is the edge wave with amplitude −g(L)/k.

Conversely, differentiating −k a c once more gives −k² a s, so each edge wave solves the equation, and it vanishes at x = L.

## Counting functions in place of amplitudes

The dimension could also have been stated for the space of edge functions ψ that satisfy the differential equation and the boundary conditions. It would then be the multiplicity of the energy k² directly, and the sine form would enter the proof rather than the definition. One route to this version is a linear isomorphism between amplitudes and functions. `stationary_iff` supplies surjectivity; injectivity, which the file does not state, follows because sin(k(L − x)) is not identically zero for k ≠ 0. If the functions were defined only on [0, L] with L > 0, the derivative at the vertex would be one-sided.

## The complete Lean development

```lean
import Mathlib

open Module

namespace EquilateralStarGraph

noncomputable section

variable {N : ℕ}

/-- The wave `a sin(k(L - x))` on an edge, with complex amplitude `a`. -/
def edgeWave (k L : ℝ) (a : ℂ) (x : ℝ) : ℂ := a * ((Real.sin (k * (L - x)) : ℝ) : ℂ)

/-- Kirchhoff conditions at the vertex `x = 0`: the edge functions share one value there,
and their outgoing derivatives sum to zero. -/
def Kirchhoff (ψ : Fin N → ℝ → ℂ) : Prop :=
  (∀ i j, ψ i 0 = ψ j 0) ∧ ∑ j, deriv (ψ j) 0 = 0

/-- The free stationary Schrödinger equation `-f'' = k² f`, with `g` the derivative of `f`. -/
def SolvesSchrodinger (k : ℝ) (f : ℝ → ℂ) : Prop :=
  ∃ g : ℝ → ℂ, (∀ x, HasDerivAt f (g x) x) ∧ ∀ x, HasDerivAt g (-(k : ℂ) ^ 2 * f x) x

lemma hasDerivAt_phase (k L x : ℝ) : HasDerivAt (fun y : ℝ => k * (L - y)) (-k) x := by
  simpa using ((hasDerivAt_id x).const_sub L).const_mul k

lemma hasDerivAt_sin (k L x : ℝ) :
    HasDerivAt (fun y : ℝ => ((Real.sin (k * (L - y)) : ℝ) : ℂ))
      (-(k : ℂ) * ((Real.cos (k * (L - x)) : ℝ) : ℂ)) x :=
  (hasDerivAt_phase k L x).sin.ofReal_comp.congr_deriv (by push_cast; ring)

lemma hasDerivAt_cos (k L x : ℝ) :
    HasDerivAt (fun y : ℝ => ((Real.cos (k * (L - y)) : ℝ) : ℂ))
      ((k : ℂ) * ((Real.sin (k * (L - x)) : ℝ) : ℂ)) x :=
  (hasDerivAt_phase k L x).cos.ofReal_comp.congr_deriv (by push_cast; ring)

/-- The slope of an edge wave is `-k a cos(k(L - x))`. -/
theorem hasDerivAt_edgeWave (k L : ℝ) (a : ℂ) (x : ℝ) :
    HasDerivAt (edgeWave k L a) (-(k : ℂ) * a * ((Real.cos (k * (L - x)) : ℝ) : ℂ)) x := by
  have h := (hasDerivAt_sin k L x).const_mul a
  change HasDerivAt (fun y : ℝ => a * ((Real.sin (k * (L - y)) : ℝ) : ℂ)) _ x
  exact h.congr_deriv (by ring)

/-- For edge waves the Kirchhoff conditions become linear equations for the amplitudes. -/
theorem kirchhoff_edgeWave_iff (k L : ℝ) (a : Fin N → ℂ) :
    Kirchhoff (fun j => edgeWave k L (a j)) ↔
      (∀ i j, a i * ((Real.sin (k * L) : ℝ) : ℂ) = a j * ((Real.sin (k * L) : ℝ) : ℂ)) ∧
        (k : ℂ) * ((Real.cos (k * L) : ℝ) : ℂ) * ∑ j, a j = 0 := by
  have hd : ∑ j, deriv (edgeWave k L (a j)) 0
      = -((k : ℂ) * ((Real.cos (k * L) : ℝ) : ℂ) * ∑ j, a j) := by
    rw [Finset.mul_sum, ← Finset.sum_neg_distrib]
    refine Finset.sum_congr rfl fun j _ => ?_
    rw [(hasDerivAt_edgeWave k L (a j) 0).deriv, sub_zero]
    ring
  change ((∀ i j, edgeWave k L (a i) 0 = edgeWave k L (a j) 0) ∧
    ∑ j, deriv (edgeWave k L (a j)) 0 = 0) ↔ _
  rw [hd, neg_eq_zero]
  simp only [edgeWave, sub_zero]

/-- The space of amplitudes whose edge waves satisfy the Kirchhoff conditions. -/
def admissible (N : ℕ) (k L : ℝ) : Submodule ℂ (Fin N → ℂ) where
  carrier := {a | Kirchhoff fun j => edgeWave k L (a j)}
  zero_mem' := (kirchhoff_edgeWave_iff k L 0).2 (by simp)
  add_mem' := fun {a b} ha hb => by
    obtain ⟨ha1, ha2⟩ := (kirchhoff_edgeWave_iff k L a).1 ha
    obtain ⟨hb1, hb2⟩ := (kirchhoff_edgeWave_iff k L b).1 hb
    refine (kirchhoff_edgeWave_iff k L (a + b)).2 ⟨fun i j => ?_, ?_⟩
    · simp only [Pi.add_apply]
      linear_combination ha1 i j + hb1 i j
    · simp only [Pi.add_apply, Finset.sum_add_distrib]
      linear_combination ha2 + hb2
  smul_mem' := fun c a ha => by
    obtain ⟨ha1, ha2⟩ := (kirchhoff_edgeWave_iff k L a).1 ha
    refine (kirchhoff_edgeWave_iff k L (c • a)).2 ⟨fun i j => ?_, ?_⟩
    · simp only [Pi.smul_apply, smul_eq_mul]
      linear_combination c * ha1 i j
    · simp only [Pi.smul_apply, smul_eq_mul, ← Finset.mul_sum]
      linear_combination c * ha2

/-- The sum of all edge amplitudes, as a linear functional. -/
def totalAmplitude (N : ℕ) : (Fin N → ℂ) →ₗ[ℂ] ℂ where
  toFun a := ∑ j, a j
  map_add' a b := by simp [Finset.sum_add_distrib]
  map_smul' c a := by simp [Finset.mul_sum]

/-- If neither `sin kL` nor `cos kL` vanishes, only the zero amplitudes are admissible. -/
theorem admissible_eq_bot {k L : ℝ} (hk : k ≠ 0) (hc : Real.cos (k * L) ≠ 0)
    (hs : Real.sin (k * L) ≠ 0) : admissible N k L = ⊥ := by
  rw [Submodule.eq_bot_iff]
  intro a ha
  obtain ⟨h1, h2⟩ := (kirchhoff_edgeWave_iff k L a).1 ha
  have h0 : ∑ j, a j = 0 := (mul_eq_zero.1 h2).resolve_left
    (mul_ne_zero (Complex.ofReal_ne_zero.2 hk) (Complex.ofReal_ne_zero.2 hc))
  funext i
  -- all amplitudes agree, so their sum is `N` times any one of them
  have hsum : ∑ j, a j = (N : ℂ) * a i := by
    rw [Finset.sum_congr rfl fun j _ =>
      mul_right_cancel₀ (Complex.ofReal_ne_zero.2 hs) (h1 j i)]
    simp
  have hN : (N : ℂ) ≠ 0 := Nat.cast_ne_zero.2 (by have := i.isLt; omega)
  exact (mul_eq_zero.1 (hsum.symm.trans h0)).resolve_left hN

/-- For `k ≠ 0` and `N ≥ 1` equal edges, the admissible space has dimension `1` if `cos kL = 0`,
dimension `N - 1` if `sin kL = 0`, and dimension `0` otherwise. -/
theorem finrank_admissible {k L : ℝ} (hN : 0 < N) (hk : k ≠ 0) :
    (Real.cos (k * L) = 0 → finrank ℂ (admissible N k L) = 1) ∧
    (Real.sin (k * L) = 0 → finrank ℂ (admissible N k L) + 1 = N) ∧
    (Real.cos (k * L) ≠ 0 → Real.sin (k * L) ≠ 0 → finrank ℂ (admissible N k L) = 0) := by
  have hp := Real.sin_sq_add_cos_sq (k * L)
  refine ⟨fun hc => ?_, fun hs => ?_, fun hc hs => ?_⟩
  · have hs : Real.sin (k * L) ≠ 0 := by
      intro hs
      rw [hs, hc] at hp
      norm_num at hp
    -- continuity forces equal amplitudes, and the slopes vanish at the vertex
    have e : admissible N k L = Submodule.span ℂ {(fun _ => 1 : Fin N → ℂ)} := by
      ext a
      rw [Submodule.mem_span_singleton]
      refine (kirchhoff_edgeWave_iff k L a).trans ⟨?_, ?_⟩
      · rintro ⟨h, -⟩
        refine ⟨a ⟨0, hN⟩, funext fun j => ?_⟩
        have := mul_right_cancel₀ (Complex.ofReal_ne_zero.2 hs) (h ⟨0, hN⟩ j)
        simpa using this
      · rintro ⟨c, rfl⟩
        exact ⟨fun i j => rfl, by rw [hc, Complex.ofReal_zero, mul_zero, zero_mul]⟩
    rw [e]
    exact finrank_span_singleton fun h => one_ne_zero (congrFun h ⟨0, hN⟩)
  · have hc : Real.cos (k * L) ≠ 0 := by
      intro hc
      rw [hs, hc] at hp
      norm_num at hp
    -- every wave has a node at the vertex, and only the condition on the derivatives remains
    have e : admissible N k L = LinearMap.ker (totalAmplitude N) := by
      ext a
      rw [LinearMap.mem_ker]
      change _ ↔ ∑ j, a j = 0
      refine (kirchhoff_edgeWave_iff k L a).trans ⟨fun h => ?_, fun h => ⟨fun i j => ?_, ?_⟩⟩
      · exact (mul_eq_zero.1 h.2).resolve_left
          (mul_ne_zero (Complex.ofReal_ne_zero.2 hk) (Complex.ofReal_ne_zero.2 hc))
      · rw [hs, Complex.ofReal_zero, mul_zero, mul_zero]
      · rw [h, mul_zero]
    have hsurj : Function.Surjective (totalAmplitude N) := fun c =>
      ⟨fun j => if j = ⟨0, hN⟩ then c else 0, by simp [totalAmplitude]⟩
    have hr := LinearMap.finrank_range_add_finrank_ker (totalAmplitude N)
    rw [LinearMap.range_eq_top.2 hsurj, finrank_top, finrank_self, finrank_fin_fun] at hr
    rw [e]
    omega
  · rw [admissible_eq_bot hk hc hs, finrank_bot]

/-- For `k ≠ 0`, every solution of `-f'' = k² f` with `f(L) = 0` is an edge wave. -/
theorem exists_eq_edgeWave {k L : ℝ} (hk : k ≠ 0) {f : ℝ → ℂ}
    (hf : SolvesSchrodinger k f) (hL : f L = 0) : ∃ a, f = edgeWave k L a := by
  obtain ⟨g, hf, hg⟩ := hf
  -- the Wronskians of `f` with sine and cosine are constant
  have d1 := fun x => (((hg x).fun_mul (hasDerivAt_sin k L x)).fun_add
    (((hf x).fun_mul (hasDerivAt_cos k L x)).const_mul (k : ℂ))).congr_deriv
      (show _ = (0 : ℂ) by ring)
  have d2 := fun x => (((hg x).fun_mul (hasDerivAt_cos k L x)).fun_sub
    (((hf x).fun_mul (hasDerivAt_sin k L x)).const_mul (k : ℂ))).congr_deriv
      (show _ = (0 : ℂ) by ring)
  refine ⟨-g L * (k : ℂ)⁻¹, funext fun x => ?_⟩
  have h1 := is_const_of_deriv_eq_zero (fun y => (d1 y).differentiableAt)
    (fun y => (d1 y).deriv) x L
  have h2 := is_const_of_deriv_eq_zero (fun y => (d2 y).differentiableAt)
    (fun y => (d2 y).deriv) x L
  simp only [sub_self, mul_zero, Real.sin_zero, Real.cos_zero, Complex.ofReal_zero,
    Complex.ofReal_one, hL, add_zero, mul_one, sub_zero] at h1 h2
  have p : ((Real.sin (k * (L - x)) : ℝ) : ℂ) ^ 2 + ((Real.cos (k * (L - x)) : ℝ) : ℂ) ^ 2 = 1 := by
    exact_mod_cast Real.sin_sq_add_cos_sq (k * (L - x))
  have key : (k : ℂ) * f x = -g L * ((Real.sin (k * (L - x)) : ℝ) : ℂ) := by
    linear_combination ((Real.cos (k * (L - x)) : ℝ) : ℂ) * h1
      - ((Real.sin (k * (L - x)) : ℝ) : ℂ) * h2 - (k : ℂ) * f x * p
  have hinv : (k : ℂ) * (k : ℂ)⁻¹ = 1 := mul_inv_cancel₀ (Complex.ofReal_ne_zero.2 hk)
  change f x = -g L * (k : ℂ)⁻¹ * ((Real.sin (k * (L - x)) : ℝ) : ℂ)
  linear_combination (k : ℂ)⁻¹ * key - f x * hinv

/-- For `k ≠ 0`, the solutions of the Schrödinger equation on the star with Dirichlet outer ends and
a Kirchhoff vertex are exactly the edge waves with admissible amplitudes. -/
theorem stationary_iff {k L : ℝ} (hk : k ≠ 0) (ψ : Fin N → ℝ → ℂ) :
    ((∀ j, SolvesSchrodinger k (ψ j) ∧ ψ j L = 0) ∧ Kirchhoff ψ) ↔
      ∃ a ∈ admissible N k L, ψ = fun j => edgeWave k L (a j) := by
  constructor
  · rintro ⟨h, hK⟩
    choose a ha using fun j => exists_eq_edgeWave hk (h j).1 (h j).2
    have e : ψ = fun j => edgeWave k L (a j) := funext ha
    rw [e] at hK
    exact ⟨a, hK, e⟩
  · rintro ⟨a, ha, rfl⟩
    refine ⟨fun j => ⟨⟨_, hasDerivAt_edgeWave k L (a j), fun x => ?_⟩, by simp [edgeWave]⟩, ha⟩
    exact ((hasDerivAt_cos k L x).const_mul (-(k : ℂ) * a j)).congr_deriv
      (by simp only [edgeWave]; ring)

/-- With at least two edges, a nonzero admissible amplitude vector exists exactly when
`2kL` is an integer multiple of `π`. -/
theorem quantization {k L : ℝ} (hN : 2 ≤ N) (hk : k ≠ 0) :
    (∃ a ∈ admissible N k L, a ≠ 0) ↔ ∃ n : ℤ, (n : ℝ) * Real.pi = 2 * (k * L) := by
  rw [← Real.sin_eq_zero_iff, Real.sin_two_mul]
  obtain ⟨hcos, hsin, -⟩ := finrank_admissible (L := L) (show 0 < N by omega) hk
  constructor
  · rintro ⟨a, ha, hne⟩
    by_contra h
    have hs : Real.sin (k * L) ≠ 0 := fun hs => h (by rw [hs]; ring)
    have hc : Real.cos (k * L) ≠ 0 := fun hc => h (by rw [hc]; ring)
    rw [admissible_eq_bot hk hc hs] at ha
    exact hne ((Submodule.mem_bot ℂ).1 ha)
  · intro h
    apply Submodule.exists_mem_ne_zero_of_ne_bot
    intro hb
    rw [hb, finrank_bot] at hcos hsin
    rcases mul_eq_zero.1 h with hs | hc
    · have := hsin ((mul_eq_zero.1 hs).resolve_left two_ne_zero)
      omega
    · have := hcos hc
      omega

end

end EquilateralStarGraph
```

```lean
#print axioms EquilateralStarGraph.stationary_iff
#print axioms EquilateralStarGraph.quantization
```

```
'EquilateralStarGraph.stationary_iff' depends on axioms: [propext, Classical.choice, Quot.sound]
'EquilateralStarGraph.quantization' depends on axioms: [propext, Classical.choice, Quot.sound]
```

## How the vertex equations enter the proof

`hasDerivAt_phase` differentiates k(L − x). `hasDerivAt_sin` and `hasDerivAt_cos` apply the chain rule to give s' and c', and `hasDerivAt_edgeWave` multiplies by the amplitude. With this slope, `kirchhoff_edgeWave_iff` turns the vertex conditions into the two linear equations. The definition of `admissible` uses them to show closure under addition and scalar multiplication, where `linear_combination` adds or scales the given equations.

## How the three dimensions are obtained

`admissible_eq_bot` treats the case in which neither function vanishes. It cancels sin kL, writes the sum as N times one amplitude, and concludes that this amplitude is zero.

`finrank_admissible` handles the other two cases by identifying the subspace. For cos kL = 0, the equality `e` says that it is the span of the constant vector 1, and `finrank_span_singleton` gives dimension one because N ≥ 1 makes that vector nonzero. For sin kL = 0, `e` identifies it with the kernel of `totalAmplitude`. This map is surjective, since any number c is the total of a vector with c on edge 0 and zero elsewhere. Rank–nullity then gives 1 + d = N, and `omega` finishes the arithmetic.

## How the solutions and allowed wave numbers follow

In `exists_eq_edgeWave`, `d1` and `d2` are the vanishing derivatives of W₁ and W₂. `is_const_of_deriv_eq_zero` equates their values at x and L, which gives `h1` and `h2`. The identity `key` is the combination c W₁ − s W₂, simplified with s² + c² = 1, and dividing by k completes the proof.

`stationary_iff` applies this result on every edge, using `choose` to collect the amplitudes into one vector. Its converse checks the second derivative and the outer boundary value.

For `quantization`, the double-angle formula rewrites the condition on 2kL as 2 sin kL cos kL = 0. If this product is nonzero, `admissible_eq_bot` excludes a nonzero vector. If it is zero and the subspace were trivial, the dimension theorem would give N = 1 or 0 = 1, and both contradict N ≥ 2 or arithmetic.
